# On transverse photon polarizations the helicity operator has exactly the eigenvalues +1 and −1

## Is linear polarization a state of helicity zero?

For a photon moving along $\hat z$, I take the spin component along the motion, in units of $\hbar$, to be $S v = i\,\hat z\times v$ on complex polarization vectors $v$. Then $S\hat x = i\hat y$ and $S\hat y = -i\hat x$, so $\hat x + i\hat y$ has helicity $+1$ and $\hat x - i\hat y$ has helicity $-1$. But the linear polarization $\hat x$ is a superposition of the two with equal weights, and its mean helicity is zero. A vector field has spin one, which should allow the value 0 as well. Why doesn't $\hat x$ count as the helicity-zero state, and does the answer depend on my having chosen the $z$ axis?

## Only the longitudinal direction has helicity zero

A zero mean is not a zero eigenvalue. A state of helicity zero would have to satisfy $Sv=0$, whereas $S\hat x = i\hat y \neq 0$. The vector that $S$ does annihilate is $\hat z$, and it is not transverse. The same holds for every direction of motion.

Let $n$ be a real unit vector along the motion and put $Sv = i\,n\times v$ for $v\in\mathbb C^3$. Write $n\cdot v=\sum_j n_j v_j$, without complex conjugation. The output of $S$ is always transverse, because $n\cdot(n\times v)=0$:

$$n\cdot Sv = 0 .$$

Applying $S$ twice and expanding the double cross product gives

$$S^2v = i^2\,n\times(n\times v) = -\big[(n\cdot v)\,n-(n\cdot n)\,v\big] = v-(n\cdot v)\,n .$$

So $S^2$ removes the longitudinal part of $v$ and leaves the rest alone. Four consequences follow.

- **The cubic relation.** Apply the formula for $S^2$ to the vector $Sv$: $S^3v = Sv-(n\cdot Sv)\,n = Sv$.
- **The kernel.** If $Sv=0$, then $0=S^2v=v-(n\cdot v)\,n$, so $v$ is a multiple of $n$. Conversely, $n\times n=0$ gives $S(cn)=0$ for every complex $c$.
- **The transverse vectors.** If $n\cdot v=0$, then $S^2v=v$. Conversely, if $S^2v=v$, then $v=S(Sv)$ is an output of $S$, hence transverse.
- **The allowed values.** Let $v\neq0$ be transverse with $Sv=hv$. Then $v=S^2v=h^2v$, so $h^2=1$ and $h=\pm1$.

Both signs occur for every $n$. Choose a real $e\neq0$ with $n\cdot e=0$: take $e=(1,0,0)$ if the first component of $n$ vanishes, and $e=(-n_1,n_0,0)$ otherwise, counting components from 0. For $s=\pm1$ let

$$v_s = e+i s\,n\times e = e+s\,Se .$$

It is transverse, since both terms are. Its real part is $e$, so it is not zero. Using $S^2e=e$ and $s^2=1$,

$$Sv_s = Se+s\,e = s\,(e+s\,Se) = s\,v_s .$$

The vector $v_s$ has length $\sqrt2\,|e|$, so for a unit vector $e$ the normalised circular polarizations are $(e\pm i\,n\times e)/\sqrt2$.

Finally, any transverse $v$ splits into $p=\tfrac12(v+Sv)$ and $m=\tfrac12(v-Sv)$. Since $S^2v=v$, we get $Sp=\tfrac12(Sv+v)=p$ and $Sm=\tfrac12(Sv-v)=-m$. For your $\hat x$ the parts are $\tfrac12(\hat x+i\hat y)$ and $\tfrac12(\hat x-i\hat y)$. Conversely, if $Sp=p$ and $Sm=-m$, then $S^2(p+m)=S(p-m)=p+m$, so $p+m$ is transverse.

Here is the same argument in Lean 4 with Mathlib.

```lean
import Mathlib

open Matrix

namespace PhotonHelicity

noncomputable section

/-- A real vector of three-space regarded as a vector of `ℂ³`. -/
def cvec (n : Fin 3 → ℝ) : Fin 3 → ℂ := fun i => (n i : ℂ)

/-- The helicity operator `S v = i n × v` on complex polarization vectors. -/
def helicity (n : Fin 3 → ℝ) : Module.End ℂ (Fin 3 → ℂ) :=
  Complex.I • crossProduct (cvec n)

/-- The polarization vector `e + i s n × e` built from real vectors `n`, `e` and a real
number `s`. -/
def circular (n e : Fin 3 → ℝ) (s : ℝ) : Fin 3 → ℂ :=
  cvec e + ((s : ℂ) * Complex.I) • crossProduct (cvec n) (cvec e)

variable {n : Fin 3 → ℝ}

/-- The helicity operator in Cartesian components. -/
theorem helicity_apply (n : Fin 3 → ℝ) (v : Fin 3 → ℂ) :
    helicity n v = ![Complex.I * (n 1 * v 2 - n 2 * v 1),
      Complex.I * (n 2 * v 0 - n 0 * v 2), Complex.I * (n 0 * v 1 - n 1 * v 0)] := by
  ext i
  fin_cases i <;> simp [helicity, cross_apply, cvec]

private theorem cvec_dot (n : Fin 3 → ℝ) (v : Fin 3 → ℂ) :
    cvec n ⬝ᵥ v = n 0 * v 0 + n 1 * v 1 + n 2 * v 2 := by
  simp [dotProduct, Fin.sum_univ_three, cvec]

/-- The helicity operator produces only vectors transverse to `n`. -/
theorem dot_helicity (n : Fin 3 → ℝ) (v : Fin 3 → ℂ) :
    cvec n ⬝ᵥ helicity n v = 0 := by
  rw [cvec_dot, helicity_apply]
  change (n 0 : ℂ) * (Complex.I * (n 1 * v 2 - n 2 * v 1))
    + n 1 * (Complex.I * (n 2 * v 0 - n 0 * v 2))
    + n 2 * (Complex.I * (n 0 * v 1 - n 1 * v 0)) = 0
  ring

/-- For a unit vector `n`, the square of the helicity operator removes the longitudinal
part: `S² v = v - (n · v) n`. -/
theorem helicity_sq (hn : n ⬝ᵥ n = 1) (v : Fin 3 → ℂ) :
    helicity n (helicity n v) = v - (cvec n ⬝ᵥ v) • cvec n := by
  have hN : (n 0 : ℂ) * n 0 + n 1 * n 1 + n 2 * n 2 = 1 := by
    have h : n 0 * n 0 + n 1 * n 1 + n 2 * n 2 = 1 := by
      simpa [dotProduct, Fin.sum_univ_three] using hn
    exact_mod_cast h
  rw [helicity_apply n (helicity n v), helicity_apply n v, cvec_dot]
  -- each component uses `i² = -1` and `n · n = 1`
  refine funext fun i => ?_
  fin_cases i
  · change Complex.I * (n 1 * (Complex.I * (n 0 * v 1 - n 1 * v 0))
      - n 2 * (Complex.I * (n 2 * v 0 - n 0 * v 2)))
      = v 0 - (n 0 * v 0 + n 1 * v 1 + n 2 * v 2) * n 0
    linear_combination (n 1 * (n 0 * v 1 - n 1 * v 0)
      - n 2 * (n 2 * v 0 - n 0 * v 2)) * Complex.I_sq + v 0 * hN
  · change Complex.I * (n 2 * (Complex.I * (n 1 * v 2 - n 2 * v 1))
      - n 0 * (Complex.I * (n 0 * v 1 - n 1 * v 0)))
      = v 1 - (n 0 * v 0 + n 1 * v 1 + n 2 * v 2) * n 1
    linear_combination (n 2 * (n 1 * v 2 - n 2 * v 1)
      - n 0 * (n 0 * v 1 - n 1 * v 0)) * Complex.I_sq + v 1 * hN
  · change Complex.I * (n 0 * (Complex.I * (n 2 * v 0 - n 0 * v 2))
      - n 1 * (Complex.I * (n 1 * v 2 - n 2 * v 1)))
      = v 2 - (n 0 * v 0 + n 1 * v 1 + n 2 * v 2) * n 2
    linear_combination (n 0 * (n 2 * v 0 - n 0 * v 2)
      - n 1 * (n 1 * v 2 - n 2 * v 1)) * Complex.I_sq + v 2 * hN

/-- For a unit vector `n`, the helicity operator satisfies `S³ = S`. -/
theorem helicity_cube (hn : n ⬝ᵥ n = 1) : helicity n ^ 3 = helicity n := by
  refine LinearMap.ext fun v => ?_
  rw [pow_three, Module.End.mul_apply, Module.End.mul_apply,
    helicity_sq hn (helicity n v), dot_helicity, zero_smul, sub_zero]

/-- For a unit vector `n`, the polarizations annihilated by the helicity operator are
exactly the complex multiples of `n`. -/
theorem ker_helicity (hn : n ⬝ᵥ n = 1) :
    LinearMap.ker (helicity n) = Submodule.span ℂ {cvec n} := by
  ext v
  rw [LinearMap.mem_ker, Submodule.mem_span_singleton]
  constructor
  · intro h
    have h2 := helicity_sq hn v
    rw [h, map_zero] at h2
    exact ⟨cvec n ⬝ᵥ v, (sub_eq_zero.mp h2.symm).symm⟩
  · rintro ⟨c, rfl⟩
    have h0 : helicity n (cvec n) = 0 := by simp [helicity]
    rw [map_smul, h0, smul_zero]

/-- For a unit vector `n`, a polarization satisfies `S² v = v` exactly when it is
transverse, `n · v = 0`. -/
theorem helicity_sq_eq_self_iff (hn : n ⬝ᵥ n = 1) (v : Fin 3 → ℂ) :
    helicity n (helicity n v) = v ↔ cvec n ⬝ᵥ v = 0 := by
  constructor
  · intro h
    have h2 := dot_helicity n (helicity n v)
    rwa [h] at h2
  · intro h
    rw [helicity_sq hn, h, zero_smul, sub_zero]

/-- For a unit vector `n`, a nonzero real vector `e` orthogonal to `n` and a sign `s = ±1`,
the vector `e + i s n × e` is a nonzero transverse polarization of helicity `s`. -/
theorem circular_polarization (hn : n ⬝ᵥ n = 1) {e : Fin 3 → ℝ} (he : e ≠ 0)
    (hne : n ⬝ᵥ e = 0) {s : ℝ} (hs : s ^ 2 = 1) :
    circular n e s ≠ 0 ∧ cvec n ⬝ᵥ circular n e s = 0 ∧
      helicity n (circular n e s) = (s : ℂ) • circular n e s := by
  have hc : circular n e s = cvec e + (s : ℂ) • helicity n (cvec e) := by
    simp [circular, helicity, smul_smul]
  have hdot : cvec n ⬝ᵥ cvec e = 0 := by
    have h : cvec n ⬝ᵥ cvec e = ((n ⬝ᵥ e : ℝ) : ℂ) := by simp [cvec, dotProduct]
    rw [h, hne, Complex.ofReal_zero]
  have hs' : (s : ℂ) ^ 2 = 1 := by exact_mod_cast hs
  refine ⟨fun h => he ?_, ?_, ?_⟩
  · -- the real part of the polarization vector is `e`
    have h0 := congrArg Complex.re (congrFun h 0)
    have h1 := congrArg Complex.re (congrFun h 1)
    have h2 := congrArg Complex.re (congrFun h 2)
    simp [circular, cvec, cross_apply] at h0 h1 h2
    refine funext fun i => ?_
    fin_cases i
    exacts [h0, h1, h2]
  · rw [hc, dotProduct_add, dotProduct_smul, dot_helicity, smul_zero, add_zero, hdot]
  · rw [hc, map_add, map_smul, (helicity_sq_eq_self_iff hn _).2 hdot, smul_add,
      smul_smul, ← pow_two, hs', one_smul, add_comm]

/-- For a unit vector `n`, a number `h` is the helicity of some nonzero transverse
polarization exactly when `h = 1` or `h = -1`. -/
theorem transverse_helicity_iff (hn : n ⬝ᵥ n = 1) (h : ℂ) :
    (∃ v : Fin 3 → ℂ, v ≠ 0 ∧ cvec n ⬝ᵥ v = 0 ∧ helicity n v = h • v) ↔
      h = 1 ∨ h = -1 := by
  constructor
  · rintro ⟨v, hv, ht, hS⟩
    -- applying `S` twice gives `h² v = v`
    have h2 := (helicity_sq_eq_self_iff hn v).2 ht
    rw [hS, map_smul, hS, smul_smul] at h2
    have h3 : (h * h - 1) • v = 0 := by rw [sub_smul, one_smul, h2, sub_self]
    exact mul_self_eq_one_iff.mp (sub_eq_zero.mp ((smul_eq_zero.mp h3).resolve_right hv))
  · intro hh
    -- a real direction orthogonal to `n`
    obtain ⟨e, he, hne⟩ : ∃ e : Fin 3 → ℝ, e ≠ 0 ∧ n ⬝ᵥ e = 0 := by
      by_cases h0 : n 0 = 0
      · refine ⟨![1, 0, 0], fun h => ?_, ?_⟩
        · have h1 := congrFun h 0
          simp at h1
        · simp [dotProduct, Fin.sum_univ_three, h0]
      · refine ⟨![-n 1, n 0, 0], fun h => h0 ?_, ?_⟩
        · have h1 := congrFun h 1
          simpa using h1
        · simp [dotProduct, Fin.sum_univ_three]
          ring
    rcases hh with rfl | rfl
    · exact ⟨circular n e 1, by
        simpa using circular_polarization hn he hne (s := 1) (by norm_num)⟩
    · exact ⟨circular n e (-1), by
        simpa using circular_polarization hn he hne (s := -1) (by norm_num)⟩

/-- For a unit vector `n`, a polarization is transverse exactly when it is the sum of a
part with `S p = p` and a part with `S m = -m`. -/
theorem transverse_iff_sum (hn : n ⬝ᵥ n = 1) (v : Fin 3 → ℂ) :
    cvec n ⬝ᵥ v = 0 ↔
      ∃ p m : Fin 3 → ℂ, helicity n p = p ∧ helicity n m = -m ∧ p + m = v := by
  rw [← helicity_sq_eq_self_iff hn]
  constructor
  · intro h
    -- the two parts are `(v ± S v) / 2`
    refine ⟨(1 / 2 : ℂ) • (v + helicity n v), (1 / 2 : ℂ) • (v - helicity n v), ?_, ?_, ?_⟩
    · rw [map_smul, map_add, h, add_comm]
    · rw [map_smul, map_sub, h]
      module
    · module
  · rintro ⟨p, m, hp, hm, rfl⟩
    rw [map_add, hp, hm, map_add, map_neg, hp, hm, neg_neg]

end

end PhotonHelicity
```

```lean
#print axioms PhotonHelicity.helicity_cube
-- 'PhotonHelicity.helicity_cube' depends on axioms: [propext, Classical.choice, Quot.sound]
#print axioms PhotonHelicity.ker_helicity
-- 'PhotonHelicity.ker_helicity' depends on axioms: [propext, Classical.choice, Quot.sound]
#print axioms PhotonHelicity.transverse_helicity_iff
-- 'PhotonHelicity.transverse_helicity_iff' depends on axioms: [propext, Classical.choice, Quot.sound]
#print axioms PhotonHelicity.transverse_iff_sum
-- 'PhotonHelicity.transverse_iff_sum' depends on axioms: [propext, Classical.choice, Quot.sound]
```

### What the Lean statements say about a photon

A polarization is a function `Fin 3 → ℂ`, that is, three complex Cartesian components numbered 0, 1, 2. The direction `n` has type `Fin 3 → ℝ`, and `cvec n` is the same vector regarded as complex. The hypothesis `hn : n ⬝ᵥ n = 1` makes it a unit vector.

The name `helicity n` stands for the operator $S$, although the word often means its eigenvalue. It is a complex-linear map, and `helicity n ^ 3` is its threefold composition. The letter `h` is an eigenvalue and has nothing to do with Planck's constant. The condition `cvec n ⬝ᵥ v = 0` is transversality; the product does not conjugate, but because `n` is real the condition agrees with orthogonality in the Hermitian inner product.

With these readings, `helicity_cube` is $S^3=S$, and `ker_helicity` says that the kernel is the complex span of $n$. The theorem `helicity_sq_eq_self_iff` says that $S^2v=v$ holds exactly for transverse $v$.

The answer to your question is `transverse_helicity_iff`: a complex number `h` is the eigenvalue of some nonzero transverse polarization if and only if it is $1$ or $-1$. That `h` is real is a conclusion here, not an assumption. The theorem `circular_polarization` supplies explicit eigenvectors, left unnormalised, and `transverse_iff_sum` says that the transverse vectors are exactly the sums $p+m$ with $Sp=p$ and $Sm=-m$. Either part may be zero, as happens for a circular polarization.

All of this concerns the polarization space of one fixed direction; field operators and the photon's Hilbert space do not appear. The step from here to a real photon is a physical identification: a one-photon state of definite momentum along $n$ is described by a vector with $n\cdot v=0$, as Maxwell's equations in free space require of the electric field, and its angular momentum along $n$ acts on that vector as $\hbar S$.

### From components to eigenvalues in the proof

The lemma `helicity_apply` writes out $i\,n\times v$ in components, and `cvec_dot` does the same for $n\cdot v$. With both in place, `dot_helicity` is a polynomial identity that `ring` settles.

The main computation is `helicity_sq`. Where the derivation above expands a double cross product, Lean checks the three components one by one. In each, `linear_combination` names the two facts that are used: `Complex.I_sq`, which is $i^2=-1$, and `hN`, which is $n\cdot n=1$ carried over to the complex numbers.

After that, components are hardly needed. The proof of `helicity_cube` applies `helicity_sq` to the vector $Sv$ and deletes the longitudinal term by `dot_helicity`. In `ker_helicity`, the forward direction reads off the coefficient $n\cdot v$ from $0=v-(n\cdot v)\,n$, and the backward direction uses $n\times n=0$. The two directions of `helicity_sq_eq_self_iff` are the two sentences given for transverse vectors above.

In `circular_polarization`, the auxiliary equation `hc` rewrites the vector as $e+s\,Se$, after which the eigenvalue equation follows from $S^2e=e$ and $s^2=1$. That the vector is nonzero is shown by comparing real parts: if it vanished, all three components of $e$ would vanish.

The forward half of `transverse_helicity_iff` derives $(h^2-1)v=0$ and cancels $v\neq0$. The backward half constructs $e$ by the same case distinction on `n 0` as above and inserts $s=1$ or $s=-1$. For `transverse_iff_sum`, the vectors $\tfrac12(v\pm Sv)$ are given explicitly, and the remaining linear algebra is done by rewriting and by `module`.

### A direction that is not normalised, and a vector that is not transverse

Take $n=(0,0,2)$. Then $S(\hat x\pm i\hat y)=\pm2(\hat x\pm i\hat y)$, and $S^3=4S$. So it is not enough for $n$ to be a nonzero real vector. This is what happens if a wave vector is put in place of its direction: the eigenvalues are multiplied by its length.

If $n$ is a unit vector but transversality is not required, $v=n$ is a nonzero eigenvector with $h=0$. This is the third value you expected from spin one. A massive vector particle has such a longitudinal state, while the free photon does not.

### Circularly polarized light from an atomic dipole

In the electric-dipole approximation, the probability that an atom emits a photon of polarization $\varepsilon$ in direction $n$ is proportional to $|\varepsilon^*\cdot d|^2$, where $d$ is the vector of dipole matrix elements. For the two normalised circular polarizations $\varepsilon_\pm$ this weight is

$$|\varepsilon_\pm^*\cdot d|^2=\tfrac12\,d^\dagger(S^2\pm S)\,d .$$

Adding the two leaves $d^\dagger S^2d=|d|^2-|n\cdot d|^2$, the usual sum over polarizations.

Now let $d=(\hat x+i\hat y)/\sqrt2$, a transition in which the atom gives up one unit of angular momentum along $\hat z$, and let $\theta$ be the angle between $n$ and $\hat z$. Then $|n\cdot d|^2=\tfrac12\sin^2\theta$, so $d^\dagger S^2d=\tfrac12(1+\cos^2\theta)$. Also $d^\dagger Sd=i\,n\cdot(d\times d^*)=\cos\theta$. The weights of the two helicities are therefore

$$\tfrac14(1+\cos\theta)^2\quad\text{for } +1,\qquad \tfrac14(1-\cos\theta)^2\quad\text{for } -1 .$$

Along $+\hat z$ all the light has helicity $+1$, and along $-\hat z$ it all has helicity $-1$. At $\theta=90^\circ$ the weights are equal and the light is linearly polarized. That is the situation of your $\hat x$: the mean helicity is zero, yet a measurement of the helicity of a single photon gives $+1$ or $-1$.
